# Smooth PME splines of odd order have a zero denominator at the Nyquist mode

Setting up a smooth particle-mesh Ewald (PME) calculation includes tabulating, for every mesh mode along each axis, an interpolation factor whose denominator is a short sum of B-spline values, each multiplied by a phase that depends on the mode. If the spline order is odd and at least three, and the number of mesh points is even, that sum is zero at the Nyquist mode, so this entry of the table can't be computed by the usual division and needs separate treatment.

```lean
import Mathlib

open Finset

namespace SmoothPMENyquist

noncomputable section

/-- The cardinal B-spline of order `n ≥ 1`, built by the order-raising recursion from the
indicator of `[0,1)`; order zero is set to zero and is not used. -/
def bspline : ℕ → ℝ → ℝ
  | 0, _ => 0
  | 1, x => if 0 ≤ x ∧ x < 1 then 1 else 0
  | (n + 2), x =>
      (x * bspline (n + 1) x + ((n : ℝ) + 2 - x) * bspline (n + 1) (x - 1)) / ((n : ℝ) + 1)

/-- The denominator of the smooth PME interpolation factor for spline order `n ≥ 2`,
on a mesh of `K > 0` points, at the mode `m`. -/
def pmeDenominator (n K m : ℕ) : ℂ :=
  ∑ k ∈ range (n - 1),
    (bspline n ((k : ℝ) + 1) : ℂ) * Complex.exp (2 * Real.pi * Complex.I * m * k / (K : ℂ))

/-- The recursion that raises the spline order from `n ≥ 1` to `n + 1`. -/
theorem bspline_recursion (n : ℕ) (hn : 1 ≤ n) (x : ℝ) :
    (n : ℝ) * bspline (n + 1) x
      = x * bspline n x + ((n : ℝ) + 1 - x) * bspline n (x - 1) := by
  obtain ⟨m, rfl⟩ : ∃ m, n = m + 1 := ⟨n - 1, by omega⟩
  have hm : (m : ℝ) + 1 ≠ 0 := by positivity
  have h : bspline (m + 1 + 1) x = (x * bspline (m + 1) x
      + ((m : ℝ) + 2 - x) * bspline (m + 1) (x - 1)) / ((m : ℝ) + 1) := rfl
  have h' := (eq_div_iff hm).mp h
  push_cast
  linear_combination h'

/-- A B-spline of order `n ≥ 2` is symmetric about the centre `n/2` of its support. -/
theorem bspline_reflect (n : ℕ) (hn : 2 ≤ n) (x : ℝ) :
    bspline n ((n : ℝ) - x) = bspline n x := by
  induction n, hn using Nat.le_induction generalizing x with
  | base =>
    -- order two is the hat function
    have box : ∀ y, bspline 1 y = if 0 ≤ y ∧ y < 1 then 1 else 0 := fun _ => rfl
    have hat : ∀ y, bspline 2 y = y * bspline 1 y + (2 - y) * bspline 1 (y - 1) := by
      intro y
      have h := bspline_recursion 1 le_rfl y
      norm_num at h
      linear_combination h
    simp only [Nat.cast_ofNat, hat, box]
    split_ifs <;> grind
  | succ n hn ih =>
    have hn0 : (n : ℝ) ≠ 0 := by
      have : n ≠ 0 := by omega
      exact_mod_cast this
    have h1 := bspline_recursion n (by omega) x
    have h2 := bspline_recursion n (by omega) ((n : ℝ) + 1 - x)
    -- reflection exchanges the two terms of the recursion
    have e1 : bspline n ((n : ℝ) + 1 - x) = bspline n (x - 1) := by
      rw [← ih (x - 1)]
      congr 1
      ring
    have e2 : bspline n ((n : ℝ) + 1 - x - 1) = bspline n x := by
      rw [← ih x]
      congr 1
      ring
    rw [e1, e2] at h2
    push_cast
    apply mul_left_cancel₀ hn0
    linear_combination h2 - h1

/-- At the Nyquist mode `m > 0` of a mesh with `2m` points, the phase alternates in sign
from one mesh point to the next. -/
theorem nyquist_phase (m k : ℕ) (hm : 0 < m) :
    Complex.exp (2 * Real.pi * Complex.I * m * k / ((2 * m : ℕ) : ℂ)) = (-1) ^ k := by
  have h : ((2 * m : ℕ) : ℂ) ≠ 0 := by
    have : 2 * m ≠ 0 := by omega
    exact_mod_cast this
  have harg : 2 * Real.pi * Complex.I * m * k / ((2 * m : ℕ) : ℂ)
      = (k : ℂ) * (Real.pi * Complex.I) := by
    rw [div_eq_iff h]
    push_cast
    ring
  rw [harg, Complex.exp_nat_mul, Complex.exp_pi_mul_I]

/-- For odd order `n ≥ 3`, the spline sum of the alternating wave over all mesh points `k`
converges to zero at every mesh point `u`. -/
theorem alternating_sum_zero (n : ℕ) (hn : 3 ≤ n) (hodd : Odd n) (u : ℤ) :
    HasSum (fun k : ℤ => (-1 : ℝ) ^ k * bspline n ((u : ℝ) - k)) 0 := by
  -- only finitely many mesh points contribute
  have supp : ∀ N : ℕ, 1 ≤ N → ∀ x : ℝ, x < 0 ∨ (N : ℝ) ≤ x → bspline N x = 0 := by
    intro N hN
    induction N, hN using Nat.le_induction with
    | base =>
      intro x hx
      change (if 0 ≤ x ∧ x < 1 then (1 : ℝ) else 0) = 0
      rw [if_neg]
      rintro ⟨h0, h1⟩
      rw [Nat.cast_one] at hx
      rcases hx with h | h <;> linarith
    | succ N hN ih =>
      intro x hx
      push_cast at hx
      have h := bspline_recursion N hN x
      rw [ih x (by rcases hx with h | h; exacts [Or.inl h, Or.inr (by linarith)]),
        ih (x - 1) (by rcases hx with h | h; exacts [Or.inl (by linarith), Or.inr (by linarith)]),
        mul_zero, mul_zero, add_zero] at h
      have hN0 : (N : ℝ) ≠ 0 := by
        have : N ≠ 0 := by omega
        exact_mod_cast this
      exact (mul_eq_zero.mp h).resolve_left hN0
  set f : ℤ → ℝ := fun k => (-1 : ℝ) ^ k * bspline n ((u : ℝ) - k) with hf
  have hs : HasSum f (∑ k ∈ Icc (u - n) u, f k) := by
    apply hasSum_sum_of_ne_finset_zero
    intro k hk
    have hk' : u - k < 0 ∨ (n : ℤ) ≤ u - k := by
      rw [Finset.mem_Icc] at hk
      omega
    have hz : bspline n ((u : ℝ) - k) = 0 := by
      apply supp n (by omega)
      exact_mod_cast hk'
    simp only [hf, hz, mul_zero]
  -- reflection of the mesh reverses the sign of each term
  have hr : f ∘ (Equiv.subLeft (2 * u - (n : ℤ))) = fun k => -f k := by
    funext k
    have hp : (-1 : ℝ) ^ (2 * u - (n : ℤ) - k) = -(-1 : ℝ) ^ k := by
      obtain ⟨p, rfl⟩ := hodd
      have he : 2 * u - ((2 * p + 1 : ℕ) : ℤ) - k = k + 1 + 2 * (u - p - 1 - k) := by
        push_cast
        ring
      rw [he, zpow_add₀ (by norm_num), zpow_add₀ (by norm_num), zpow_mul]
      norm_num
    have hb : bspline n ((u : ℝ) - ((2 * u - (n : ℤ) - k : ℤ) : ℝ))
        = bspline n ((u : ℝ) - k) := by
      rw [← bspline_reflect n (by omega) ((u : ℝ) - k)]
      congr 1
      push_cast
      ring
    simp only [hf, Function.comp_apply, Equiv.subLeft_apply, hp, hb, neg_mul]
  have h1 := (Equiv.subLeft (2 * u - (n : ℤ))).hasSum_iff.mpr hs
  rw [hr] at h1
  have h2 := h1.unique hs.neg
  have h3 : ∑ k ∈ Icc (u - n) u, f k = 0 := by linarith
  rwa [h3] at hs

/-- For odd spline order `n ≥ 3`, the denominator of the smooth PME interpolation factor
vanishes at the Nyquist mode `m > 0` of a mesh with `2m` points. -/
theorem pmeDenominator_nyquist (n m : ℕ) (hn : 3 ≤ n) (hodd : Odd n) (hm : 0 < m) :
    pmeDenominator n (2 * m) m = 0 := by
  obtain ⟨p, rfl⟩ := hodd
  simp only [pmeDenominator, nyquist_phase m _ hm, Nat.add_sub_cancel]
  set f : ℕ → ℂ := fun k => (bspline (2 * p + 1) ((k : ℝ) + 1) : ℂ) * (-1) ^ k with hf
  have hr : ∀ j ∈ range (2 * p), f (2 * p - 1 - j) = -f j := by
    intro j hj
    rw [Finset.mem_range] at hj
    obtain ⟨i, hi⟩ : ∃ i, i = 2 * p - 1 - j := ⟨_, rfl⟩
    rw [← hi]
    have hij : i + j + 1 = 2 * p := by omega
    have hc : (i : ℝ) + j + 1 = 2 * p := by exact_mod_cast hij
    have hb : bspline (2 * p + 1) ((i : ℝ) + 1) = bspline (2 * p + 1) ((j : ℝ) + 1) := by
      rw [← bspline_reflect (2 * p + 1) (by omega) ((j : ℝ) + 1)]
      congr 1
      push_cast
      linarith
    -- mirror points carry opposite signs
    have hp : (-1 : ℂ) ^ i = -(-1) ^ j := by
      rcases Nat.even_or_odd j with hj' | hj'
      · have hi' : Odd i := by
          obtain ⟨q, hq⟩ := hj'
          exact ⟨p - 1 - q, by omega⟩
        rw [hi'.neg_one_pow, hj'.neg_one_pow]
      · have hi' : Even i := by
          obtain ⟨q, hq⟩ := hj'
          exact ⟨p - 1 - q, by omega⟩
        rw [hi'.neg_one_pow, hj'.neg_one_pow, neg_neg]
    simp only [hf, hb, hp, mul_neg]
  have h := Finset.sum_range_reflect f (2 * p)
  rw [Finset.sum_congr rfl hr, Finset.sum_neg_distrib] at h
  change ∑ k ∈ range (2 * p), f k = 0
  linear_combination (-1 / 2 : ℂ) * h

/-- For odd order `n ≥ 3`, no complex prefactor `b` makes the spline sum reproduce the
alternating Nyquist wave at any mesh point `u`. -/
theorem no_nyquist_interpolation (n : ℕ) (hn : 3 ≤ n) (hodd : Odd n) (b : ℂ) (u : ℤ) :
    ¬ HasSum (fun k : ℤ => b * (((-1 : ℝ) ^ k * bspline n ((u : ℝ) - k) : ℝ) : ℂ))
      ((-1 : ℂ) ^ u) := by
  intro h
  have h0 := (Complex.ofRealCLM.hasSum (alternating_sum_zero n hn hodd u)).mul_left b
  have h1 := h.unique h0
  rw [map_zero, mul_zero] at h1
  exact zpow_ne_zero u (by norm_num) h1

/-- For spline order four, the denominator at the Nyquist mode `m > 0` of a mesh with `2m`
points equals `-1/3`. -/
theorem pmeDenominator_order_four (m : ℕ) (hm : 0 < m) :
    pmeDenominator 4 (2 * m) m = -1 / 3 := by
  have h1 : bspline 4 1 = 1 / 6 := by norm_num [bspline]
  have h2 : bspline 4 2 = 2 / 3 := by norm_num [bspline]
  have h3 : bspline 4 3 = 1 / 6 := by norm_num [bspline]
  have e2 : (1 : ℝ) + 1 = 2 := by norm_num
  have e3 : (2 : ℝ) + 1 = 3 := by norm_num
  simp only [pmeDenominator, nyquist_phase m _ hm]
  norm_num [Finset.sum_range_succ, e2, e3, h1, h2, h3]

end

end SmoothPMENyquist
```

```lean
#print axioms SmoothPMENyquist.pmeDenominator_nyquist
-- 'SmoothPMENyquist.pmeDenominator_nyquist' depends on axioms: [propext, Classical.choice, Quot.sound]
#print axioms SmoothPMENyquist.no_nyquist_interpolation
-- 'SmoothPMENyquist.no_nyquist_interpolation' depends on axioms: [propext, Classical.choice, Quot.sound]
#print axioms SmoothPMENyquist.pmeDenominator_order_four
-- 'SmoothPMENyquist.pmeDenominator_order_four' depends on axioms: [propext, Classical.choice, Quot.sound]
```

## The interpolation factor and its denominator

Smooth PME replaces a plane wave, evaluated at a particle position, by a combination of its values at mesh points. Take one axis with $K$ mesh points, measure the position $u$ in units of the mesh spacing, and let $m$ label the mode. With $M_n$ the cardinal B-spline of order $n$, the replacement is

$$
e^{2\pi i m u/K} \approx b(m) \sum_{k\in\mathbb Z} M_n(u-k)\, e^{2\pi i m k/K}.
$$

The factor $b(m)$ is fixed by asking for equality when $u$ is an integer. The spline of order $n\ge 2$ is nonzero at the integers $1,\dots,n-1$ only. Putting $j=u-k$ therefore turns the sum on the right into

$$
e^{2\pi i m u/K}\sum_{j=1}^{n-1} M_n(j)\, e^{-2\pi i m j/K}.
$$

Now write $j=n-1-k$, with a new index $k=0,\dots,n-2$, and use the symmetry $M_n(n-1-k)=M_n(k+1)$, which is derived below. Equality then requires

$$
b(m)=\frac{e^{2\pi i m (n-1)/K}}{D_n(K,m)},\qquad
D_n(K,m)=\sum_{k=0}^{n-2} M_n(k+1)\,e^{2\pi i m k/K},
$$

provided that $D_n(K,m)\neq 0$. The numerator has modulus one, so only the denominator can cause trouble. For odd $n\ge 3$ it does so at the Nyquist mode $K=2m$, the wave that changes sign from each mesh point to the next.

In three dimensions the interpolation factor is a product of one such factor per axis. A zero denominator on one axis thus affects every wavevector whose component along that axis is at Nyquist.

## What the Lean statements say

`bspline n x` is $M_n(x)$. It starts from $M_1$, the indicator of $[0,1)$, and raises the order by the recursion. The last clause of the definition produces order `n + 2` from order `n + 1`, which is why it divides by `(n : ℝ) + 1`. Order zero is a placeholder.

`pmeDenominator n K m` is $D_n(K,m)$. The index set `range (n - 1)` is $0,\dots,n-2$, and the real spline values are converted to complex numbers before they multiply the phases. The Nyquist mode is written by giving the mesh `2 * m` points, with `0 < m` so that the mesh isn't empty.

There are four main results:

- `pmeDenominator_nyquist`: for odd $n\ge 3$ and $m>0$, $D_n(2m,m)=0$.
- `alternating_sum_zero`: for odd $n\ge 3$ and every integer $u$, the series $\sum_{k\in\mathbb Z}(-1)^kM_n(u-k)$ converges to zero. `HasSum` expresses convergence to the stated value. At $u=0$, replacing $k$ by $-k$ gives $\sum_k(-1)^kM_n(k)=0$.
- `no_nyquist_interpolation`: for odd $n\ge 3$, any complex `b` and any integer $u$, the series multiplied by `b` does not converge to $(-1)^u$. The interpolation therefore fails at each mesh point separately, whatever prefactor is tried.
- `pmeDenominator_order_four`: for $m>0$, $D_4(2m,m)=-1/3$.

The sums over all integers $k$ describe a periodic mesh unfolded along the axis. The alternating wave has the period of the mesh when the number of points is even, so unfolding doesn't alter it.

The theorems concern a single axis and, for the interpolation, positions $u$ on the mesh points. They don't treat positions between mesh points, modes other than Nyquist, or even orders other than four. A mesh with an odd number of points has no Nyquist mode. Nothing is stated about the size of the resulting error in energies or forces.

The condition $n\ge 3$ in `alternating_sum_zero` excludes $n=1$. There only $k=u$ contributes, and the sum is $(-1)^u$ instead of zero.

## Reflection symmetry of the splines

The recursion, cleared of its division, reads

$$
n\,M_{n+1}(x)=x\,M_n(x)+(n+1-x)\,M_n(x-1),\qquad n\ge1.
$$

This is `bspline_recursion`. Its proof unfolds the definition and multiplies by the nonzero denominator.

The symmetry needed is $M_n(n-x)=M_n(x)$ for all real $x$ and $n\ge2$, proved by induction on the order. For $n=2$ the recursion gives the hat function: $M_2(x)=x$ on $[0,1)$, $M_2(x)=2-x$ on $[1,2)$, and zero elsewhere. Replacing $x$ by $2-x$ exchanges the two slopes, leaves the peak at $x=1$ fixed, and exchanges the end points $0$ and $2$, where the function vanishes. The induction can't start at order one, because $M_1(0)=1$ while $M_1(1)=0$.

For the step from $n$ to $n+1$, put $n+1-x$ into the recursion:

$$
n\,M_{n+1}(n+1-x)=(n+1-x)\,M_n(n+1-x)+x\,M_n(n-x).
$$

By the symmetry at order $n$, $M_n(n+1-x)=M_n(x-1)$ and $M_n(n-x)=M_n(x)$. The right-hand side becomes

$$
(n+1-x)\,M_n(x-1)+x\,M_n(x)=n\,M_{n+1}(x),
$$

and division by $n$ finishes the step.

In `bspline_reflect`, the base case writes order two through the indicator and lets `split_ifs` and `grind` settle the intervals. In the inductive step, `h1` and `h2` are the recursion at $x$ and at $n+1-x$, while `e1` and `e2` are the two uses of the symmetry at order $n$. The final `linear_combination h2 - h1` subtracts the two recursions.

## Cancellation in the denominator

At the Nyquist mode the phase is

$$
e^{2\pi i m k/(2m)}=e^{i\pi k}=(-1)^k,
$$

which is `nyquist_phase`. The denominator is therefore

$$
D_n(2m,m)=\sum_{k=0}^{n-2}(-1)^kM_n(k+1).
$$

Pair the term $k$ with the term $n-2-k$. Their spline values agree, since $M_n(n-1-k)=M_n(k+1)$. Their signs are related by

$$
(-1)^{n-2-k}=(-1)^n(-1)^k=-(-1)^k
$$

for odd $n$. Reversing the order of summation thus turns the sum into its own negative, and it must be zero. For $n=3$ this is the cancellation $M_3(1)-M_3(2)=\tfrac12-\tfrac12=0$.

The proof of `pmeDenominator_nyquist` writes $n=2p+1$, so that the sum has $2p$ terms. The statement `hr` says that the term at `2 * p - 1 - j` is the negative of the term at `j`. Inside it, `hb` gives the equality of the spline values and `hp` the opposite signs, by cases on the parity of `j`. `Finset.sum_range_reflect` reverses the sum, and the last line solves the resulting equation.

## Cancellation at every mesh point

The same mirror argument applies to the full interpolation sum. Let

$$
S(u)=\sum_{k\in\mathbb Z}(-1)^kM_n(u-k),\qquad u\in\mathbb Z .
$$

Only finitely many terms are nonzero, because $M_n(x)=0$ for $x<0$ and for $x\ge n$. This holds for the indicator. If it holds at order $n$, then for $x<0$ or $x\ge n+1$ both $M_n(x)$ and $M_n(x-1)$ vanish, and the recursion gives $M_{n+1}(x)=0$.

Now replace $k$ by $2u-n-k$. The spline argument becomes $u-(2u-n-k)=n-(u-k)$, so symmetry leaves the spline value unchanged. The sign becomes $(-1)^{2u-n-k}=-(-1)^k$ for odd $n$. Hence $S(u)=-S(u)$, and $S(u)=0$.

In `alternating_sum_zero`, `supp` is the statement about where the splines vanish, and `hs` uses it to reduce the series to a finite sum over `Icc (u - n) u`. The map $k\mapsto 2u-n-k$ is `Equiv.subLeft (2 * u - (n : ℤ))`, a bijection of the integers, so relabelling by it preserves the value of the series. The statement `hr` records the reversed sign of each term. Uniqueness of the limit, applied in `h2`, then says that the sum equals its own negative.

The failure of the interpolation follows at once. For any complex $b$ the approximating sum at a mesh point is $b\,S(u)=0$, whereas the wave there is $(-1)^u=\pm1$. The proof of `no_nyquist_interpolation` carries the real series over to the complex numbers, multiplies it by `b`, and compares the two supposed limits.

## A nonzero denominator at order four

Evenness of the order changes the relative sign of mirror terms, so they no longer cancel in pairs. For order four the recursion gives

$$
M_4(1)=\tfrac16,\qquad M_4(2)=\tfrac23,\qquad M_4(3)=\tfrac16,
$$

and therefore

$$
D_4(2m,m)=\tfrac16-\tfrac23+\tfrac16=-\tfrac13 .
$$

`pmeDenominator_order_four` obtains the three values by unfolding `bspline` and adds them with the signs from `nyquist_phase`. At this order the division that defines the interpolation factor is possible at Nyquist too.
